# The limiting stress of a screw-dislocation row depends on the ratio of its cutoffs

## A row of periodic images

A simulation cell that contains one screw dislocation and is repeated along the glide plane describes a row of equal, parallel dislocations. One direct way to find the stress that the row exerts at a point is to add the fields of the images and extend the sum until it settles. In an unbounded medium each field decays only as the inverse distance, so the result may depend on how many images are kept on either side.

Take an unbounded, isotropic, linear elastic medium with shear modulus $\mu$, and straight screw dislocations whose Burgers vector has the signed length $b$ along the line. At signed distance $r$ from a core, in its glide plane, the shear stress is $\mu b/(2\pi r)$. The cores lie at $-na$, with $n$ an integer and $a$ the spacing, and the field point $x$ lies in the same plane but on no core. Keeping the images $-A\le n\le B$ gives

$$\sigma_{A,B}(x)=\sum_{n=-A}^{B}\frac{\mu b}{2\pi(x+na)}=\frac{\mu b}{2\pi a}\,S_{A,B}(x/a),\qquad S_{A,B}(y)=\sum_{n=-A}^{B}\frac1{y+n}.$$

## Limits for cutoffs in a fixed ratio

For noninteger real $y$ and positive integers $p,q$,

$$\lim_{N\to\infty}S_{pN,qN}(y)=\pi\cot(\pi y)+\log(q/p).$$

The sums over $-N\le n\le N$ and $-N\le n\le 2N$ therefore both converge, and their limits differ by $\log 2$. For the stress this means

$$\lim_{N\to\infty}\sigma_{pN,qN}(x)=\frac{\mu b}{2a}\cot\frac{\pi x}{a}+\frac{\mu b}{2\pi a}\log\frac qp.$$

The second term is uniform along the row. Midway between neighbouring cores the cotangent vanishes, and this term is the whole limiting stress.

In Lean, `imageSum x A B` is $S_{A,B}(x)$ and `rowStress μ b a x A B` is $\sigma_{A,B}(x)$, built from the single-core field `screwStress`. The cutoffs are natural numbers and the index `n` runs over integers. The hypothesis `∀ n : ℤ, x ≠ n`, or `x ≠ n * a` for the stress, keeps the field point off every core. `Tendsto … atTop (𝓝 …)` says that the sums converge to the stated value as `N` grows.

- `tendsto_imageSum` is the general limit, and `imageSum_log_two` is the pair of truncations that differ by $\log 2$.
- `tendsto_rowStress` is the limit of the stress. The spacing need not be positive, only nonzero; a negative $a$ reverses the numbering of the cores.
- `tendsto_cot_iff` says that, for nonzero $\mu$, $b$ and $a$, the stress tends to the pure cotangent value exactly when $p=q$.

The single-core field is taken as a definition and is not derived from elasticity. Free surfaces, anisotropy, the core structure, field points off the glide plane, and two-dimensional arrays or dipole cells are not treated. For one row in an unbounded, linear elastic medium, the result shows that an image sum can look converged in a simulation and still contain a uniform stress set by the truncation.

## The logarithm left by the surplus images

Write $H_L(y)=\sum_{i=0}^{L-1}\frac1{y+i+1}$ for a half row of $L$ images. Comparing it with the harmonic series term by term gives

$$\frac1{y+i+1}-\frac1{i+1}=\frac{-y}{(y+i+1)(i+1)}.$$

For $i\ge 2|y|$ we have $y+i+1\ge(i+1)/2$, so this difference is at most $2|y|/(i+1)^2$ in absolute value, and its sum converges. Since $\sum_{i=0}^{L-1}\frac1{i+1}-\log L$ also converges, there is a constant $c(y)$ with

$$H_L(y)-\log L\to c(y).$$

For the symmetric truncation, pair the images at equal $|n|$:

$$S_{N,N}(y)=\frac1y+\sum_{i=0}^{N-1}\left[\frac1{y-(i+1)}+\frac1{y+(i+1)}\right].$$

The bracket equals

$$\left[\frac1{y+i+1}-\frac1{i+1}\right]-\left[\frac1{-y+i+1}-\frac1{i+1}\right],$$

so the series converges by the previous estimate, applied to $y$ and to $-y$. Its value is given by the partial-fraction series of the cotangent, and $S_{N,N}(y)\to\pi\cot(\pi y)$.

An asymmetric truncation differs from a symmetric one by the difference of two half rows on the same side:

$$S_{pN,qN}(y)=S_{pN,pN}(y)+H_{qN}(y)-H_{pN}(y).$$

For $N\ge1$,

$$H_{qN}-H_{pN}=\bigl(H_{qN}-\log(qN)\bigr)-\bigl(H_{pN}-\log(pN)\bigr)+\log\frac qp.$$

Both parentheses tend to $c(y)$ and cancel, which leaves $\log(q/p)$. Setting $y=x/a$ and multiplying by $\mu b/(2\pi a)$ gives the stress. If $\mu b\ne0$, the additional term vanishes only when $\log(q/p)=0$, that is, when $p=q$.

## Cutoffs that are not exact multiples

The same argument by hand covers any cutoffs $A_N,B_N\to\infty$ with $B_N/A_N\to\rho>0$: the limit is then $\pi\cot(\pi y)+\log\rho$. In particular, a fixed number of surplus images on one side has no effect in the limit, because $\rho=1$. The Lean theorems treat the cutoffs $pN$ and $qN$.

## The Lean file and its proof

```lean
import Mathlib

open Filter Topology
open scoped Real

namespace DislocationRow

noncomputable section

/-- The dimensionless image sum of `1 / (x + n)` over `-A ≤ n ≤ B`, for `x` such that no
denominator vanishes. -/
def imageSum (x : ℝ) (A B : ℕ) : ℝ :=
  ∑ n ∈ Finset.Icc (-(A : ℤ)) (B : ℤ), 1 / (x + n)

/-- Shear stress of a screw dislocation in its glide plane at signed distance `r ≠ 0` from the
core, with shear modulus `μ` and Burgers vector `b`. -/
def screwStress (μ b r : ℝ) : ℝ := μ * b / (2 * π * r)

/-- Stress at `x` of a truncated row of screw dislocations with cores at `-n a`,
`-A ≤ n ≤ B`, for `x` on none of these cores. -/
def rowStress (μ b a x : ℝ) (A B : ℕ) : ℝ :=
  ∑ n ∈ Finset.Icc (-(A : ℤ)) (B : ℤ), screwStress μ b (x + n * a)

/-- The image sum is the central term plus the two half rows. -/
theorem imageSum_eq (x : ℝ) (A B : ℕ) :
    imageSum x A B = 1 / x + ∑ i ∈ Finset.range A, 1 / (x - ((i : ℝ) + 1))
      + ∑ i ∈ Finset.range B, 1 / (x + ((i : ℝ) + 1)) := by
  unfold imageSum
  induction B with
  | zero =>
    induction A with
    | zero => simp
    | succ A ih =>
      have h : Finset.Icc (-((A + 1 : ℕ) : ℤ)) ((0 : ℕ) : ℤ)
          = insert (-((A : ℤ) + 1)) (Finset.Icc (-(A : ℤ)) ((0 : ℕ) : ℤ)) := by
        ext n
        simp only [Finset.mem_insert, Finset.mem_Icc]
        omega
      rw [h, Finset.sum_insert (by simp only [Finset.mem_Icc]; omega), ih,
        Finset.sum_range_succ]
      push_cast
      ring
  | succ B ih =>
    have h : Finset.Icc (-(A : ℤ)) ((B + 1 : ℕ) : ℤ)
        = insert ((B : ℤ) + 1) (Finset.Icc (-(A : ℤ)) (B : ℤ)) := by
      ext n
      simp only [Finset.mem_insert, Finset.mem_Icc]
      omega
    rw [h, Finset.sum_insert (by simp only [Finset.mem_Icc]; omega), ih,
      Finset.sum_range_succ]
    push_cast
    ring

/-- Shifting the field point by `x` changes the terms of the harmonic series by a summable
amount; a term with zero denominator counts as zero. -/
theorem summable_shift (x : ℝ) :
    Summable (fun i : ℕ => 1 / (x + ((i : ℝ) + 1)) - 1 / ((i : ℝ) + 1)) := by
  have hg : Summable (fun i : ℕ => 1 / ((i : ℝ) + 1) ^ 2) := by
    have h := (summable_nat_add_iff 1).mpr (Real.summable_one_div_nat_pow.mpr one_lt_two)
    simpa using h
  refine Summable.of_norm_bounded_eventually_nat (hg.mul_left (2 * |x|)) ?_
  filter_upwards [eventually_ge_atTop ⌈2 * |x|⌉₊] with i hi
  have h1 : 2 * |x| ≤ (i : ℝ) := (Nat.le_ceil _).trans (by exact_mod_cast hi)
  have h2 := neg_abs_le x
  have hi0 : (0 : ℝ) < (i : ℝ) + 1 := by positivity
  -- far from the field point the shifted distance is at least half the unshifted one
  have h3 : ((i : ℝ) + 1) / 2 ≤ x + ((i : ℝ) + 1) := by linarith
  have h4 : 0 < x + ((i : ℝ) + 1) := by linarith
  have e : 1 / (x + ((i : ℝ) + 1)) - 1 / ((i : ℝ) + 1)
      = -x / ((x + ((i : ℝ) + 1)) * ((i : ℝ) + 1)) := by
    rw [div_sub_div _ _ h4.ne' hi0.ne']
    congr 1
    ring
  rw [e, Real.norm_eq_abs, abs_div, abs_neg, abs_of_pos (mul_pos h4 hi0), mul_one_div,
    div_le_div_iff₀ (mul_pos h4 hi0) (by positivity)]
  nlinarith [mul_le_mul_of_nonneg_left h3 (mul_nonneg (abs_nonneg x) hi0.le)]

/-- The sum over a half row of `L` images, less `log L`, converges as `L` grows; a term with
zero denominator counts as zero. -/
theorem halfRow_sub_log (x : ℝ) :
    ∃ c : ℝ, Tendsto (fun L : ℕ =>
      ∑ i ∈ Finset.range L, 1 / (x + ((i : ℝ) + 1)) - Real.log L) atTop (𝓝 c) := by
  have h1 := (summable_shift x).hasSum.tendsto_sum_nat
  refine ⟨_, (h1.add Real.tendsto_harmonic_sub_log).congr fun L => ?_⟩
  have h : (harmonic L : ℝ) = ∑ i ∈ Finset.range L, 1 / ((i : ℝ) + 1) := by
    simp [harmonic]
  simp only [Finset.sum_sub_distrib, h]
  ring

/-- For noninteger `x` the symmetrically truncated image sum tends to `π cot (π x)`. -/
theorem tendsto_imageSum_symmetric {x : ℝ} (hx : ∀ n : ℤ, x ≠ n) :
    Tendsto (fun N : ℕ => imageSum x N N) atTop (𝓝 (π * Real.cot (π * x))) := by
  have hs : Summable (fun i : ℕ =>
      1 / (x - ((i : ℝ) + 1)) + 1 / (x + ((i : ℝ) + 1))) := by
    have e : (fun i : ℕ => 1 / (x - ((i : ℝ) + 1)) + 1 / (x + ((i : ℝ) + 1)))
        = fun i : ℕ => (1 / (x + ((i : ℝ) + 1)) - 1 / ((i : ℝ) + 1))
          - (1 / (-x + ((i : ℝ) + 1)) - 1 / ((i : ℝ) + 1)) := by
      funext i
      have h : 1 / (-x + ((i : ℝ) + 1)) = -(1 / (x - ((i : ℝ) + 1))) := by
        rw [show -x + ((i : ℝ) + 1) = -(x - ((i : ℝ) + 1)) by ring, one_div, one_div, inv_neg]
      rw [h]
      ring
    rw [e]
    exact (summable_shift x).sub (summable_shift (-x))
  have hz : (x : ℂ) ∈ Complex.integerComplement := by
    rw [Complex.mem_integerComplement_iff]
    rintro ⟨n, hn⟩
    exact hx n (by exact_mod_cast hn.symm)
  -- partial fractions of the cotangent
  have hv : ∑' i : ℕ, (1 / (x - ((i : ℝ) + 1)) + 1 / (x + ((i : ℝ) + 1)))
      = π * Real.cot (π * x) - 1 / x := by
    refine Complex.ofReal_inj.mp ?_
    rw [Complex.ofReal_tsum]
    push_cast [Complex.ofReal_cot]
    exact (cot_series_rep' hz).symm
  have h := hs.hasSum.tendsto_sum_nat.const_add (1 / x)
  rw [hv, add_sub_cancel] at h
  refine h.congr fun N => ?_
  rw [imageSum_eq, Finset.sum_add_distrib]
  ring

/-- For noninteger `x` and positive integers `p`, `q`, the image sum over `-pN ≤ n ≤ qN` tends
to `π cot (π x) + log (q / p)`. -/
theorem tendsto_imageSum {x : ℝ} (hx : ∀ n : ℤ, x ≠ n) {p q : ℕ} (hp : 0 < p) (hq : 0 < q) :
    Tendsto (fun N : ℕ => imageSum x (p * N) (q * N)) atTop
      (𝓝 (π * Real.cot (π * x) + Real.log (q / p))) := by
  obtain ⟨c, hc⟩ := halfRow_sub_log x
  have t : ∀ k : ℕ, 0 < k → Tendsto (fun N : ℕ => k * N) atTop atTop := fun k hk =>
    tendsto_atTop_mono (fun N => Nat.le_mul_of_pos_left N hk) tendsto_id
  have h := (((tendsto_imageSum_symmetric hx).comp (t p hp)).add
    ((hc.comp (t q hq)).sub (hc.comp (t p hp)))).add_const (Real.log ((q : ℝ) / p))
  rw [sub_self, add_zero] at h
  refine h.congr' ?_
  filter_upwards [eventually_ge_atTop 1] with N hN
  have hN' : (N : ℝ) ≠ 0 := by exact_mod_cast (show N ≠ 0 by omega)
  have hp' : (p : ℝ) ≠ 0 := by exact_mod_cast hp.ne'
  have hq' : (q : ℝ) ≠ 0 := by exact_mod_cast hq.ne'
  -- the surplus images contribute the logarithm of the ratio of the cutoffs
  have e : Real.log ((q * N : ℕ) : ℝ) - Real.log ((p * N : ℕ) : ℝ)
      = Real.log ((q : ℝ) / p) := by
    rw [Nat.cast_mul, Nat.cast_mul, Real.log_mul hq' hN', Real.log_mul hp' hN',
      Real.log_div hq' hp']
    ring
  simp only [Function.comp_apply, imageSum_eq]
  linear_combination (-1 : ℝ) * e

/-- For noninteger `x` the sums over `-N ≤ n ≤ N` and over `-N ≤ n ≤ 2N` both converge, and
the second limit exceeds the first, `π cot (π x)`, by `log 2`. -/
theorem imageSum_log_two {x : ℝ} (hx : ∀ n : ℤ, x ≠ n) :
    Tendsto (fun N : ℕ => imageSum x N N) atTop (𝓝 (π * Real.cot (π * x))) ∧
    Tendsto (fun N : ℕ => imageSum x N (2 * N)) atTop
      (𝓝 (π * Real.cot (π * x) + Real.log 2)) := by
  refine ⟨tendsto_imageSum_symmetric hx, ?_⟩
  simpa using tendsto_imageSum hx one_pos two_pos

/-- At a point on no core of a row with spacing `a ≠ 0`, the stress of the images
`-pN ≤ n ≤ qN`, with `p` and `q` positive, tends to the cotangent stress plus a uniform stress
proportional to `log (q / p)`. -/
theorem tendsto_rowStress (μ b : ℝ) {a x : ℝ} (ha : a ≠ 0) (hx : ∀ n : ℤ, x ≠ n * a)
    {p q : ℕ} (hp : 0 < p) (hq : 0 < q) :
    Tendsto (fun N : ℕ => rowStress μ b a x (p * N) (q * N)) atTop
      (𝓝 (μ * b / (2 * a) * Real.cot (π * (x / a))
        + μ * b / (2 * π * a) * Real.log (q / p))) := by
  have hx' : ∀ n : ℤ, x / a ≠ n := fun n h => hx n ((div_eq_iff ha).mp h)
  -- measuring lengths in units of the spacing gives the dimensionless sum
  have hr : ∀ A B : ℕ, rowStress μ b a x A B
      = μ * b / (2 * π * a) * imageSum (x / a) A B := by
    intro A B
    unfold rowStress imageSum screwStress
    rw [Finset.mul_sum]
    refine Finset.sum_congr rfl fun n _ => ?_
    have h : x + n * a = a * (x / a + n) := by
      rw [mul_add, mul_div_cancel₀ x ha, mul_comm a (n : ℝ)]
    rw [h, div_mul_div_comm, mul_one, mul_assoc (2 * π)]
  have hk : μ * b / (2 * π * a) * π = μ * b / (2 * a) := by
    have := Real.pi_ne_zero
    field_simp
  have e : μ * b / (2 * π * a) * (π * Real.cot (π * (x / a)) + Real.log ((q : ℝ) / p))
      = μ * b / (2 * a) * Real.cot (π * (x / a))
        + μ * b / (2 * π * a) * Real.log ((q : ℝ) / p) := by
    linear_combination Real.cot (π * (x / a)) * hk
  simp only [hr]
  rw [← e]
  exact (tendsto_imageSum hx' hp hq).const_mul _

/-- For nonzero `μ`, `b` and `a`, positive `p` and `q`, and a point on no core, the truncated
stress tends to the cotangent stress exactly when `p = q`. -/
theorem tendsto_cot_iff {μ b a x : ℝ} (hμ : μ ≠ 0) (hb : b ≠ 0) (ha : a ≠ 0)
    (hx : ∀ n : ℤ, x ≠ n * a) {p q : ℕ} (hp : 0 < p) (hq : 0 < q) :
    Tendsto (fun N : ℕ => rowStress μ b a x (p * N) (q * N)) atTop
      (𝓝 (μ * b / (2 * a) * Real.cot (π * (x / a)))) ↔ p = q := by
  have hm := tendsto_rowStress μ b ha hx hp hq
  have hp' : (0 : ℝ) < p := by exact_mod_cast hp
  have hq' : (0 : ℝ) < q := by exact_mod_cast hq
  constructor
  · intro h
    have hu := tendsto_nhds_unique h hm
    have hK : μ * b / (2 * π * a) ≠ 0 :=
      div_ne_zero (mul_ne_zero hμ hb)
        (mul_ne_zero (mul_ne_zero two_ne_zero Real.pi_ne_zero) ha)
    have h0 : μ * b / (2 * π * a) * Real.log ((q : ℝ) / p) = 0 := by linarith
    have hl := (mul_eq_zero.mp h0).resolve_left hK
    have h1 := Real.eq_one_of_pos_of_log_eq_zero (div_pos hq' hp') hl
    have h2 : (q : ℝ) = p := (div_eq_one_iff_eq hp'.ne').mp h1
    exact_mod_cast h2.symm
  · intro h
    subst h
    rwa [div_self hp'.ne', Real.log_one, mul_zero, add_zero] at hm

end

end DislocationRow
```

```lean
#print axioms DislocationRow.imageSum_log_two
#print axioms DislocationRow.tendsto_rowStress
#print axioms DislocationRow.tendsto_cot_iff
```

```
'DislocationRow.imageSum_log_two' depends on axioms: [propext, Classical.choice, Quot.sound]
'DislocationRow.tendsto_rowStress' depends on axioms: [propext, Classical.choice, Quot.sound]
'DislocationRow.tendsto_cot_iff' depends on axioms: [propext, Classical.choice, Quot.sound]
```

`imageSum_eq` splits the sum into the central term and two half rows. It proceeds by induction on each cutoff, adding one end image at a time.

`summable_shift` is the comparison with $1/(i+1)^2$. The bound is needed only from $i\ge 2|x|$ onwards, which is what `Summable.of_norm_bounded_eventually_nat` allows. `halfRow_sub_log` adds Mathlib's limit for the harmonic numbers minus the logarithm and so obtains the constant $c$. Both lemmas hold for every real $x$, since Lean evaluates a term with zero denominator as zero.

In `tendsto_imageSum_symmetric`, `hs` is the convergence of the paired series, written as a difference of two shifted series. The value `hv` comes from Mathlib's complex cotangent series `cot_series_rep'`, carried back to the real numbers.

`tendsto_imageSum` evaluates these limits along $pN$ and $qN$. The step `sub_self` cancels the two copies of $c$, and the identity `e` turns the difference of logarithms into $\log(q/p)$. It is used for $N\ge1$, where the logarithm of the product splits.

In `tendsto_rowStress`, the identity `hr` takes out the factor $\mu b/(2\pi a)$. For the forward direction of `tendsto_cot_iff`, uniqueness of limits forces the logarithmic term to vanish, and hence $q/p=1$; the converse substitutes $p=q$ into the general limit.
